# Pair occupation after a Sauter pulse: exclusion bound, tunnelling limit and weak-field limit from the closed formula

The pulse E(t) = E₀ sech²(t/τ) creates pairs of Dirac particles of mass m > 0 from the vacuum. With τ > 0, f = eE₀ > 0 and ħ = c = 1, the occupation I know, for one spin state of the mode whose kinetic momentum is zero at the peak t = 0, is

N = sinh²(πfτ²) / sinh²(πτ √(m² + f²τ²)).

It should stay between 0 and 1, turn into exp(−πm²/f) for a long pulse, and become quadratic in f for a weak one. Can this be made rigorous and machine-checked, preferably for nonzero momentum along the field too?

## Zero momentum first, then any momentum along the field

Yes, taking the closed formula as the definition of N. At zero momentum, put Ω = √(m² + f²τ²). Since Ω > fτ > 0 and sinh is increasing, 0 < N < 1. For a long pulse,

τ(Ω − fτ) = τm²/(Ω + fτ) → m²/(2f),

and N behaves like exp(−2πτ(Ω − fτ)), which gives exp(−πm²/f). For a weak field, sinh(πfτ²)/f → πτ² and Ω → m, so N/f² → π²τ⁴/sinh²(πmτ).

Now let p be the kinetic momentum along the field at the peak t = 0. The force f sech²(t/τ) takes the kinetic momentum from p − fτ long before the pulse to p + fτ long after it. Let ω± = √(m² + (p ± fτ)²), S = ω₊ + ω₋ and D = ω₊ − ω₋. The formula becomes

N = sinh(πτ(fτ + D/2)) sinh(πτ(fτ − D/2)) / (sinh(πτω₊) sinh(πτω₋)).

**Bounds.** Because ω± > |p ± fτ|, S exceeds both 2fτ and 2|p|. Since DS = 4pfτ, it follows that |D| < 2fτ, so all four sinh arguments are positive and N > 0. The identity sinh u sinh v = (cosh(u+v) − cosh(u−v))/2 turns N into

N = (cosh(2πfτ²) − cosh(πτD)) / (cosh(πτS) − cosh(πτD)),

which is below 1 because S > 2fτ.

**Long pulse.** Let g± = τ(ω± − fτ ∓ p) = τm²/(ω± + fτ ± p). Both tend to m²/(2f). Write sinh u = eᵘ(1 − e⁻²ᵘ)/2 in all four places. Every u grows without bound, so the brackets tend to 1. The remaining exponent is

2πfτ² − πτS = −π(g₊ + g₋) → −πm²/f.

**Weak field.** Let ω = √(m² + p²). At f = 0 the derivative of ω± is ±pτ/ω, so the two numerator factors vanish with slopes πτ²(1 ± p/ω). Their product is π²τ⁴m²/(m² + p²), and therefore

N/f² → π²τ⁴/sinh²(πτω) · m²/(m² + p²).

**Numbers.** Take m = f = 1 and p = 0. For τ = 1, sinh π ≈ 11.549 and sinh(π√2) ≈ 42.50, so N ≈ 0.0738. For τ = 2, N = sinh²(4π)/sinh²(2π√5) ≈ e^(−2.967) ≈ 0.0515. The long-pulse limit is e^(−π) ≈ 0.0432.

## What the Lean statements say

`energy m k` is the relativistic energy at kinetic momentum k, and `occupation m f τ p` is the formula above, with all arguments real. The Dirac equation is not solved in the file: the step from the pulse to this formula is assumed. Transverse momentum is zero, and the field is prescribed and uniform in space.

`occupation_mem` gives the strict bounds for positive m, f, τ and every real p. In `occupation_tunnelling`, `atTop` means τ → ∞ at fixed m, f and p; in `occupation_perturbative`, `𝓝[>] 0` means f → 0 from above at fixed m, τ and p. Neither gives a rate of convergence. `sauter_zero_momentum` states your three claims with the sinh ratio written out.

The exponential is also the occupation of one such mode in Schwinger pair creation by a constant field; it is not itself a vacuum decay rate. For simulations of a prescribed, uniform Sauter pulse without back-reaction, the two limits offer checks on the occupation computed after the pulse, per spin state and at zero transverse momentum.

```lean
import Mathlib

open Filter Topology
open scoped Real

namespace SauterPulse

noncomputable section

/-- Relativistic energy of a particle of mass `m` and kinetic momentum `k`. -/
def energy (m k : ℝ) : ℝ := Real.sqrt (m ^ 2 + k ^ 2)

/-- Closed formula for the occupation of a mode of a Dirac particle of mass `m`, after a Sauter
pulse of duration `τ` and peak force `f` has acted on the vacuum. The mode has kinetic momentum `p`
along the field at the peak of the pulse, and no transverse momentum. -/
def occupation (m f τ p : ℝ) : ℝ :=
  Real.sinh (π * τ * (f * τ + (energy m (p + f * τ) - energy m (p - f * τ)) / 2)) *
    Real.sinh (π * τ * (f * τ - (energy m (p + f * τ) - energy m (p - f * τ)) / 2)) /
  (Real.sinh (π * τ * energy m (p + f * τ)) * Real.sinh (π * τ * energy m (p - f * τ)))

/-- The energy of a massive particle exceeds the modulus of its momentum. -/
theorem abs_lt_energy {m : ℝ} (hm : 0 < m) (k : ℝ) : |k| < energy m k :=
  Real.lt_sqrt_of_sq_lt (by rw [sq_abs]; linarith [pow_pos hm 2])

private lemma energy_sq (m k : ℝ) : energy m k ^ 2 = m ^ 2 + k ^ 2 :=
  Real.sq_sqrt (by positivity)

/-- For two momenta a distance `2a` apart, the energies differ by less than `2a` and
add up to more than `2a`. -/
theorem energy_bounds {m a : ℝ} (hm : 0 < m) (ha : 0 < a) (p : ℝ) :
    |energy m (p + a) - energy m (p - a)| < 2 * a ∧
      2 * a < energy m (p + a) + energy m (p - a) := by
  obtain ⟨h1, h2⟩ := abs_lt.1 (abs_lt_energy hm (p + a))
  obtain ⟨h3, h4⟩ := abs_lt.1 (abs_lt_energy hm (p - a))
  have e1 := energy_sq m (p + a)
  have e2 := energy_sq m (p - a)
  generalize energy m (p + a) = x at *
  generalize energy m (p - a) = y at *
  have hS : 0 < x + y := by linarith
  have hD : (x - y) * (x + y) = 4 * p * a := by linear_combination e1 - e2
  have u1 : 0 < a * (x + y - 2 * p) := mul_pos ha (by linarith)
  have u2 : 0 < a * (x + y + 2 * p) := mul_pos ha (by linarith)
  refine ⟨abs_lt.2 ⟨?_, ?_⟩, by linarith⟩
  · by_contra h
    have := mul_nonneg (show 0 ≤ -(2 * a) - (x - y) by linarith) hS.le
    nlinarith
  · by_contra h
    have := mul_nonneg (show 0 ≤ (x - y) - 2 * a by linarith) hS.le
    nlinarith

private lemma sinh_prod (c a d : ℝ) :
    Real.sinh (c * (a + d / 2)) * Real.sinh (c * (a - d / 2)) =
      (Real.cosh (2 * c * a) - Real.cosh (c * d)) / 2 := by
  rw [show 2 * c * a = c * (a + d / 2) + c * (a - d / 2) by ring,
    show c * d = c * (a + d / 2) - c * (a - d / 2) by ring, Real.cosh_add, Real.cosh_sub]
  ring

/-- For positive mass, peak force and duration, the occupation lies strictly between zero and one.
-/
theorem occupation_mem {m f τ : ℝ} (hm : 0 < m) (hf : 0 < f) (hτ : 0 < τ) (p : ℝ) :
    0 < occupation m f τ p ∧ occupation m f τ p < 1 := by
  have ha : 0 < f * τ := mul_pos hf hτ
  have hc : 0 < π * τ := mul_pos Real.pi_pos hτ
  obtain ⟨hd, hs⟩ := energy_bounds hm ha p
  obtain ⟨d1, d2⟩ := abs_lt.1 hd
  have hx : 0 < energy m (p + f * τ) := (abs_nonneg _).trans_lt (abs_lt_energy hm _)
  have hy : 0 < energy m (p - f * τ) := (abs_nonneg _).trans_lt (abs_lt_energy hm _)
  unfold occupation
  generalize energy m (p + f * τ) = x at *
  generalize energy m (p - f * τ) = y at *
  have hden : 0 < Real.sinh (π * τ * x) * Real.sinh (π * τ * y) :=
    mul_pos (Real.sinh_pos_iff.2 (mul_pos hc hx)) (Real.sinh_pos_iff.2 (mul_pos hc hy))
  constructor
  · exact div_pos (mul_pos (Real.sinh_pos_iff.2 (mul_pos hc (by linarith)))
      (Real.sinh_pos_iff.2 (mul_pos hc (by linarith)))) hden
  · -- both products share the same subtracted cosh, so only the sums compete
    rw [div_lt_one hden]
    have h1 := sinh_prod (π * τ) (f * τ) (x - y)
    have h2 := sinh_prod (π * τ) ((x + y) / 2) (x - y)
    rw [show (x + y) / 2 + (x - y) / 2 = x by ring,
      show (x + y) / 2 - (x - y) / 2 = y by ring] at h2
    have h3 : Real.cosh (2 * (π * τ) * (f * τ)) < Real.cosh (2 * (π * τ) * ((x + y) / 2)) := by
      rw [Real.cosh_lt_cosh, abs_of_pos (mul_pos (by linarith) ha),
        abs_of_pos (mul_pos (by linarith) (by linarith))]
      exact mul_lt_mul_of_pos_left (by linarith) (by linarith)
    linarith

/-- In a long pulse the excess of the energy over the momentum `p + fτ`, multiplied by
the duration, tends to `m²/(2f)`. -/
theorem energy_excess {m f : ℝ} (hm : 0 < m) (hf : 0 < f) (p : ℝ) :
    Tendsto (fun τ : ℝ => τ * (energy m (p + f * τ) - (p + f * τ))) atTop
      (𝓝 (m ^ 2 / (2 * f))) := by
  have e0 : Real.sqrt ((m * 0) ^ 2 + (p * 0 + f) ^ 2) + (p * 0 + f) = 2 * f := by
    rw [show (m * 0) ^ 2 + (p * 0 + f) ^ 2 = f ^ 2 by ring, Real.sqrt_sq hf.le]; ring
  have h0 : Real.sqrt ((m * 0) ^ 2 + (p * 0 + f) ^ 2) + (p * 0 + f) ≠ 0 := by
    rw [e0]; positivity
  have hc : ContinuousAt (fun s : ℝ =>
      m ^ 2 / (Real.sqrt ((m * s) ^ 2 + (p * s + f) ^ 2) + (p * s + f))) 0 :=
    ContinuousAt.div (by fun_prop) (by fun_prop) h0
  rw [← e0]
  refine (hc.tendsto.comp tendsto_inv_atTop_zero).congr' ?_
  filter_upwards [eventually_gt_atTop (0 : ℝ)] with τ hτ
  have hs : Real.sqrt ((m * τ⁻¹) ^ 2 + (p * τ⁻¹ + f) ^ 2) = energy m (p + f * τ) / τ := by
    rw [show (m * τ⁻¹) ^ 2 + (p * τ⁻¹ + f) ^ 2 = (m ^ 2 + (p + f * τ) ^ 2) / τ ^ 2 by
      field_simp, Real.sqrt_div' _ (sq_nonneg τ), Real.sqrt_sq hτ.le, energy]
  have hpos := (abs_lt.1 (abs_lt_energy hm (p + f * τ))).1
  have hE := energy_sq m (p + f * τ)
  simp only [Function.comp_apply]
  rw [hs]
  generalize energy m (p + f * τ) = x at *
  have hne : x + (p + f * τ) ≠ 0 := by linarith
  rw [show x / τ + (p * τ⁻¹ + f) = (x + (p + f * τ)) / τ by field_simp,
    div_div_eq_mul_div, div_eq_iff hne]
  linear_combination (-τ) * hE

private lemma sinh_factor (u : ℝ) :
    Real.sinh u = Real.exp u * (1 - Real.exp (-2 * u)) / 2 := by
  have h : Real.exp (-u) = Real.exp u * Real.exp (-2 * u) := by
    rw [← Real.exp_add]; congr 1; ring
  rw [Real.sinh_eq, h]; ring

private lemma sinh_ratio (a b x y : ℝ) :
    Real.sinh a * Real.sinh b / (Real.sinh x * Real.sinh y) =
      Real.exp (a + b - x - y) * ((1 - Real.exp (-2 * a)) * (1 - Real.exp (-2 * b)) /
        ((1 - Real.exp (-2 * x)) * (1 - Real.exp (-2 * y)))) := by
  rw [sinh_factor a, sinh_factor b, sinh_factor x, sinh_factor y, Real.exp_sub,
    Real.exp_sub, Real.exp_add]
  generalize 1 - Real.exp (-2 * a) = qa
  generalize 1 - Real.exp (-2 * b) = qb
  generalize 1 - Real.exp (-2 * x) = qx
  generalize 1 - Real.exp (-2 * y) = qy
  ring

private lemma factor_tendsto {f L : ℝ} {u h : ℝ → ℝ} (hf : 0 < f) (c : ℝ)
    (hh : Tendsto h atTop (𝓝 L)) (hu : ∀ τ, u τ = π * (τ * (f * τ + c) + h τ)) :
    Tendsto (fun τ => 1 - Real.exp (-2 * u τ)) atTop (𝓝 1) := by
  have h1 : Tendsto (fun τ : ℝ => f * τ + c) atTop atTop :=
    tendsto_atTop_add_const_right _ c (tendsto_id.const_mul_atTop hf)
  have h2 : Tendsto u atTop atTop :=
    (((tendsto_id.atTop_mul_atTop₀ h1).atTop_add hh).const_mul_atTop Real.pi_pos).congr
      fun τ => (hu τ).symm
  have h3 : Tendsto (fun τ => Real.exp (-2 * u τ)) atTop (𝓝 0) :=
    Real.tendsto_exp_atBot.comp (h2.const_mul_atTop_of_neg (by norm_num))
  have h4 := h3.const_sub (1 : ℝ)
  rwa [sub_zero] at h4

/-- Tunnelling limit: for a long pulse the occupation at any fixed momentum along the
field tends to `exp(-πm²/f)`. -/
theorem occupation_tunnelling {m f : ℝ} (hm : 0 < m) (hf : 0 < f) (p : ℝ) :
    Tendsto (fun τ => occupation m f τ p) atTop (𝓝 (Real.exp (-π * m ^ 2 / f))) := by
  have gp := energy_excess hm hf p
  have gm : Tendsto (fun τ : ℝ => τ * (energy m (p - f * τ) - (-p + f * τ))) atTop
      (𝓝 (m ^ 2 / (2 * f))) := (energy_excess hm hf (-p)).congr fun τ => by
    have he : energy m (-p + f * τ) = energy m (p - f * τ) := by
      unfold energy; congr 1; ring
    rw [he]
  -- each sinh is a growing exponential times a factor that tends to one
  have hA := factor_tendsto
    (u := fun τ => π * τ * (f * τ + (energy m (p + f * τ) - energy m (p - f * τ)) / 2))
    hf p ((gp.sub gm).div_const 2) (by intro τ; try dsimp only
                                       ring)
  have hB := factor_tendsto
    (u := fun τ => π * τ * (f * τ - (energy m (p + f * τ) - energy m (p - f * τ)) / 2))
    hf (-p) ((gm.sub gp).div_const 2) (by intro τ; try dsimp only
                                          ring)
  have hX := factor_tendsto (u := fun τ => π * τ * energy m (p + f * τ)) hf p gp
    (by intro τ; try dsimp only
        ring)
  have hY := factor_tendsto (u := fun τ => π * τ * energy m (p - f * τ)) hf (-p) gm
    (by intro τ; try dsimp only
        ring)
  have hE : Tendsto (fun τ : ℝ => Real.exp (-π * (τ * (energy m (p + f * τ) - (p + f * τ)) +
      τ * (energy m (p - f * τ) - (-p + f * τ))))) atTop
      (𝓝 (Real.exp (-π * (m ^ 2 / (2 * f) + m ^ 2 / (2 * f))))) :=
    (Real.continuous_exp.tendsto _).comp ((gp.add gm).const_mul (-π))
  have hall := hE.mul ((hA.mul hB).div (hX.mul hY) (by norm_num))
  rw [show -π * (m ^ 2 / (2 * f) + m ^ 2 / (2 * f)) = -π * m ^ 2 / f by ring,
    show Real.exp (-π * m ^ 2 / f) * (1 * 1 / (1 * 1)) = Real.exp (-π * m ^ 2 / f) by ring]
    at hall
  refine hall.congr fun τ => ?_
  rw [occupation, sinh_ratio]
  congr 2
  ring

private lemma energy_shift {m : ℝ} (hm : 0 < m) (p c : ℝ) :
    HasDerivAt (fun f : ℝ => energy m (p + f * c)) (p / energy m p * c) 0 := by
  have hk : HasDerivAt (fun f : ℝ => p + f * c) c 0 := by
    simpa using ((hasDerivAt_id' (0 : ℝ)).mul_const c).const_add p
  have h0 : HasDerivAt (fun f : ℝ => m ^ 2 + (p + f * c) ^ 2) (2 * p * c) 0 :=
    ((hk.fun_pow 2).const_add (m ^ 2)).congr_deriv (by simp)
  have hne : m ^ 2 + (p + 0 * c) ^ 2 ≠ 0 := by positivity
  exact (h0.sqrt hne).congr_deriv (by simp only [energy, zero_mul, add_zero]; ring)

/-- Perturbative limit: for a weak field the occupation is quadratic in `f`, with the
coefficient given here for any momentum along the field. -/
theorem occupation_perturbative {m τ : ℝ} (hm : 0 < m) (hτ : 0 < τ) (p : ℝ) :
    Tendsto (fun f => occupation m f τ p / f ^ 2) (𝓝[>] 0)
      (𝓝 (π ^ 2 * τ ^ 4 / Real.sinh (π * τ * energy m p) ^ 2 *
        (m ^ 2 / (m ^ 2 + p ^ 2)))) := by
  have h1 := energy_shift hm p τ
  have h2 : HasDerivAt (fun f : ℝ => energy m (p - f * τ)) (-(p / energy m p * τ)) 0 := by
    simpa [sub_eq_add_neg] using energy_shift hm p (-τ)
  have hl : HasDerivAt (fun f : ℝ => f * τ) τ 0 := by
    simpa using (hasDerivAt_id' (0 : ℝ)).mul_const τ
  have hd := (h1.fun_sub h2).div_const 2
  -- both factors of the numerator vanish linearly in the field
  have hA : HasDerivAt (fun f : ℝ => Real.sinh (π * τ * (f * τ +
      (energy m (p + f * τ) - energy m (p - f * τ)) / 2)))
      (π * τ * (τ + p / energy m p * τ)) 0 :=
    ((hl.fun_add hd).const_mul (π * τ)).sinh.congr_deriv (by
      simp only [zero_mul, add_zero, sub_zero, sub_self, zero_div, mul_zero, Real.cosh_zero]
      ring)
  have hB : HasDerivAt (fun f : ℝ => Real.sinh (π * τ * (f * τ -
      (energy m (p + f * τ) - energy m (p - f * τ)) / 2)))
      (π * τ * (τ - p / energy m p * τ)) 0 :=
    ((hl.fun_sub hd).const_mul (π * τ)).sinh.congr_deriv (by
      simp only [zero_mul, add_zero, sub_zero, sub_self, zero_div, mul_zero, Real.cosh_zero]
      ring)
  have hX : Tendsto (fun f : ℝ => Real.sinh (π * τ * energy m (p + f * τ))) (𝓝[>] 0)
      (𝓝 (Real.sinh (π * τ * energy m p))) := by
    simpa only [zero_mul, add_zero] using
      (h1.const_mul (π * τ)).sinh.continuousAt.tendsto.mono_left nhdsWithin_le_nhds
  have hY : Tendsto (fun f : ℝ => Real.sinh (π * τ * energy m (p - f * τ))) (𝓝[>] 0)
      (𝓝 (Real.sinh (π * τ * energy m p))) := by
    simpa only [zero_mul, sub_zero] using
      (h2.const_mul (π * τ)).sinh.continuousAt.tendsto.mono_left nhdsWithin_le_nhds
  have hw : 0 < energy m p := (abs_nonneg _).trans_lt (abs_lt_energy hm p)
  have hs : 0 < Real.sinh (π * τ * energy m p) :=
    Real.sinh_pos_iff.2 (mul_pos (mul_pos Real.pi_pos hτ) hw)
  have hall := (hA.tendsto_slope_zero_right.mul hB.tendsto_slope_zero_right).div
    (hX.mul hY) (mul_pos hs hs).ne'
  have hne : m ^ 2 + p ^ 2 ≠ 0 := by positivity
  have ha : m ^ 2 / (m ^ 2 + p ^ 2) = 1 - (p / energy m p) ^ 2 := by
    rw [div_pow, energy_sq, eq_sub_iff_add_eq, ← add_div, div_self hne]
  have hlim : π ^ 2 * τ ^ 4 / Real.sinh (π * τ * energy m p) ^ 2 * (m ^ 2 / (m ^ 2 + p ^ 2)) =
      π * τ * (τ + p / energy m p * τ) * (π * τ * (τ - p / energy m p * τ)) /
        (Real.sinh (π * τ * energy m p) * Real.sinh (π * τ * energy m p)) := by
    rw [ha]; ring
  rw [hlim]
  refine hall.congr fun f => ?_
  simp only [Pi.div_apply, occupation, zero_add, zero_mul, add_zero, sub_zero, sub_self, zero_div,
    mul_zero, Real.sinh_zero, smul_eq_mul]
  ring

/-- At zero momentum the occupation is a ratio of two squared hyperbolic sines. -/
theorem occupation_zero (m f τ : ℝ) :
    occupation m f τ 0 = Real.sinh (π * f * τ ^ 2) ^ 2 /
      Real.sinh (π * τ * Real.sqrt (m ^ 2 + f ^ 2 * τ ^ 2)) ^ 2 := by
  have h : energy m (0 + f * τ) = Real.sqrt (m ^ 2 + f ^ 2 * τ ^ 2) := by
    unfold energy; congr 1; ring
  have h' : energy m (0 - f * τ) = Real.sqrt (m ^ 2 + f ^ 2 * τ ^ 2) := by
    unfold energy; congr 1; ring
  rw [occupation, h, h', sub_self, zero_div, add_zero, sub_zero,
    show π * τ * (f * τ) = π * f * τ ^ 2 by ring, ← sq, ← sq]

/-- Zero-momentum pair creation in a Sauter pulse: the occupation lies strictly between
zero and one, and has the stated long-pulse and weak-field limits. -/
theorem sauter_zero_momentum {m : ℝ} (hm : 0 < m) :
    (∀ f τ : ℝ, 0 < f → 0 < τ →
      0 < Real.sinh (π * f * τ ^ 2) ^ 2 /
        Real.sinh (π * τ * Real.sqrt (m ^ 2 + f ^ 2 * τ ^ 2)) ^ 2 ∧
      Real.sinh (π * f * τ ^ 2) ^ 2 /
        Real.sinh (π * τ * Real.sqrt (m ^ 2 + f ^ 2 * τ ^ 2)) ^ 2 < 1) ∧
    (∀ f : ℝ, 0 < f → Tendsto (fun τ : ℝ => Real.sinh (π * f * τ ^ 2) ^ 2 /
        Real.sinh (π * τ * Real.sqrt (m ^ 2 + f ^ 2 * τ ^ 2)) ^ 2) atTop
      (𝓝 (Real.exp (-π * m ^ 2 / f)))) ∧
    (∀ τ : ℝ, 0 < τ → Tendsto (fun f : ℝ => Real.sinh (π * f * τ ^ 2) ^ 2 /
        Real.sinh (π * τ * Real.sqrt (m ^ 2 + f ^ 2 * τ ^ 2)) ^ 2 / f ^ 2) (𝓝[>] 0)
      (𝓝 (π ^ 2 * τ ^ 4 / Real.sinh (π * m * τ) ^ 2))) := by
  simp only [← occupation_zero]
  refine ⟨fun f τ hf hτ => occupation_mem hm hf hτ 0,
    fun f hf => occupation_tunnelling hm hf 0, fun τ hτ => ?_⟩
  have h := occupation_perturbative hm hτ 0
  have e : energy m 0 = m := by
    rw [energy, show m ^ 2 + (0 : ℝ) ^ 2 = m ^ 2 by ring, Real.sqrt_sq hm.le]
  have e1 : m ^ 2 / (m ^ 2 + (0 : ℝ) ^ 2) = 1 := by
    rw [show m ^ 2 + (0 : ℝ) ^ 2 = m ^ 2 by ring]
    exact div_self (by positivity)
  rwa [e, e1, mul_one, show π * τ * m = π * m * τ by ring] at h

end

end SauterPulse
```

```lean
#print axioms SauterPulse.sauter_zero_momentum
-- 'SauterPulse.sauter_zero_momentum' depends on axioms: [propext, Classical.choice, Quot.sound]
```

## How the proof follows the calculation

`energy_bounds` proves S > 2fτ and |D| < 2fτ, using DS = 4pfτ and a contradiction for each sign of D. `sinh_prod` is the product identity; `occupation_mem` applies it to numerator and denominator, where the common cosh cancels from the comparison.

`energy_excess` proves the limit of g₊ by setting s = 1/τ and using continuity at s = 0; replacing p by −p gives g₋. `sinh_factor` and `sinh_ratio` extract the exponentials, and `factor_tendsto` sends each bracket to 1. `occupation_tunnelling` multiplies these limits.

`energy_shift` differentiates the energy at f = 0. In `occupation_perturbative`, `hA` and `hB` are the two numerator slopes, `tendsto_slope_zero_right` turns them into limits of difference quotients, and `hX` and `hY` handle the denominator. Finally, `occupation_zero` reduces the formula at p = 0, so `sauter_zero_momentum` follows from the three general theorems.
